# Scaled ZORA is exact for hydrogen-like bound states

A calculation in the zeroth-order regular approximation (ZORA) returns an orbital energy ε and a large component. The scaled variant adds one step: it builds the small component from the large one, forms the ratio y of their squared norms, and reports ε/(1 + y). For a bound state of one electron in the field of a point nucleus, with the potential vanishing at infinity and the ZORA equation solved without basis-set error, this number is a Dirac energy exactly.

## Claim and derivation

Let r > 0 be the radius, c > 0 the speed of light in atomic units, Z the nuclear charge, κ the relativistic angular quantum number, and P(r), Q(r) the real large and small radial components. Both theories have the form

P′ = −κP/r + (a + Z/r)Q/c
Q′ = κQ/r − (b + Z/r)P/c

with constants a and b. The Dirac equation has a = E + 2c² and b = E, the energy E being counted from the rest energy; ZORA has a = 2c² and b = ε. A bound state has P² and Q² integrable, ∫P² > 0, P, Q → 0 at the nucleus and rP², rQ² → 0 at infinity. Integrals run over r > 0, and y = ∫Q²/∫P².

The claim is that a Dirac state of energy E yields a ZORA state with ε = 2c²E/(E + 2c²), the same y and ε/(1 + y) = E, and that conversely ε/(1 + y) is a Dirac energy for every ZORA state.

The two equations give four derivatives:

(rP²)′ = (1 − 2κ)P² + 2(ar + Z)PQ/c
(rQ²)′ = (1 + 2κ)Q² − 2(br + Z)PQ/c
(P² + Q²)′ = −2κ(P² − Q²)/r + 2(a − b)PQ/c
(PQ)′ = (a + Z/r)Q²/c − (b + Z/r)P²/c

Multiply them by b, a, Z and −2κc and add. The PQ terms, the 1/r terms and the remaining κ terms cancel, so that

F = b rP² + a rQ² + Z(P² + Q²) − 2κc PQ
F′ = bP² + aQ²

Every term of F vanishes at the nucleus. At infinity P² = (rP²)/r → 0, likewise Q², and |PQ| ≤ P² + Q². Integrating F′ gives the virial identity

b∫P² + a∫Q² = 0

For Dirac it reads E∫P² + (E + 2c²)∫Q² = 0. If E + 2c² ≤ 0, then E < 0 and the left side is negative; if E > 0 it is positive. Hence −2c² < E ≤ 0 and

y = −E/(E + 2c²), 1 + y = 2c²/(E + 2c²)

In a state normalised to ∫(P² + Q²) = 1 the large component carries the weight (E + 2c²)/(2c²) and the small one −E/(2c²).

For l > 0 put P̃(r) = P(lr) and Q̃(r) = Q(lr). The chain rule gives

P̃′ = l[−κP̃/(lr) + (a + Z/(lr))Q̃/c] = −κP̃/r + (la + Z/r)Q̃/c

and the same step for Q̃ turns b into lb. Both integrals acquire the factor 1/l, so y is unchanged. With l = 2c²/(E + 2c²) the pair (a, b) becomes (2c², lE), a ZORA state with ε = lE. Since 1 + y = l, the quotient ε/(1 + y) is E.

Conversely, a ZORA state has ε = −2c²y by the virial identity. Dilation by 1/(1 + y) gives b = ε/(1 + y) and

a = 2c²/(1 + y) = ε/(1 + y) + 2c²

which is the Dirac pair with energy ε/(1 + y).

The denominator of y has to be ∫P² alone. The small-component weight of the normalised Dirac state is −E/(2c²), and dividing ε by 1 − E/(2c²) misses E unless E = 0.

## Formal development

```lean
import Mathlib

open MeasureTheory Set Filter Topology

namespace ScaledZoraExact

noncomputable section
```

`IsBoundState` collects the definition above. The fields `large` and `small` are the two equations as `HasDerivAt` statements for `0 < r`, `Ioi 0` is the open half-line, and `𝓝[>] 0` is the approach to the nucleus from above. The radial equations and the four limits are assumed and not derived from a three-dimensional operator. The numbers `κ` and `Z` are arbitrary reals. Lean gives a non-integrable function the integral 0, so `intP` and `intQ` state outright that ∫P² and ∫Q² are the physical squared norms, and the proofs use them directly. They are not independent conditions: `intP` follows from `norm_pos`, and for a ≠ 0 `intQ` follows from the other fields by integrating F′ over growing intervals.

```lean
/-- Bound state of the radial Coulomb pair `P' = -κP/r + (a+Z/r)Q/c`, `Q' = κQ/r - (b+Z/r)P/c`:
square-integrable, `∫P² > 0`, `P, Q → 0` at the nucleus, `rP², rQ² → 0` at infinity. -/
structure IsBoundState (a b κ Z c : ℝ) (P Q : ℝ → ℝ) : Prop where
  c_pos : 0 < c
  large : ∀ r, 0 < r → HasDerivAt P (-κ * P r / r + (a + Z / r) * Q r / c) r
  small : ∀ r, 0 < r → HasDerivAt Q (κ * Q r / r - (b + Z / r) * P r / c) r
  intP : IntegrableOn (fun r => P r ^ 2) (Ioi 0)
  intQ : IntegrableOn (fun r => Q r ^ 2) (Ioi 0)
  norm_pos : 0 < ∫ r in Ioi (0 : ℝ), P r ^ 2
  zeroP : Tendsto P (𝓝[>] 0) (𝓝 0)
  zeroQ : Tendsto Q (𝓝[>] 0) (𝓝 0)
  topP : Tendsto (fun r => r * P r ^ 2) atTop (𝓝 0)
  topQ : Tendsto (fun r => r * Q r ^ 2) atTop (𝓝 0)
```

The two theories differ in `a`. The form Z/r fixes the zero of the potential at infinity; finite nuclei, screening and many-electron potentials are not covered.

```lean
/-- Radial Dirac-Coulomb bound state with energy `E` counted from the rest energy. -/
def IsDiracState (E κ Z c : ℝ) (P Q : ℝ → ℝ) : Prop := IsBoundState (E + 2 * c ^ 2) E κ Z c P Q

/-- Radial ZORA bound state with energy `ε`: the coupling to `Q` carries `2c² + Z/r`. -/
def IsZoraState (ε κ Z c : ℝ) (P Q : ℝ → ℝ) : Prop := IsBoundState (2 * c ^ 2) ε κ Z c P Q
```

In `IsZoraState` the function `Q` is an independent unknown tied to `P` by `large`. One could instead eliminate it through Q = c(P′ + κP/r)/(2c² + Z/r) and state a second-order equation for P. That is closer to the two-component operator, but it needs a second derivative, a denominator that never vanishes, and boundary conditions on P′. That the present y equals the expectation value ⟨σ·p c²/(2c² − V)² σ·p⟩ over the normalised large component, with Pauli matrices σ, momentum p and V = −Z/r, is taken from the usual radial reduction and is not among the theorems.

The next definitions are y, which is independent of a common normalisation of P and Q, the ZORA value and F.

```lean
/-- The small-to-large norm ratio `y = ∫Q² / ∫P²`. -/
def ratio (P Q : ℝ → ℝ) : ℝ := (∫ r in Ioi (0 : ℝ), Q r ^ 2) / ∫ r in Ioi (0 : ℝ), P r ^ 2

/-- The ZORA value `2c²E/(E + 2c²)`. -/
def zoraValue (c E : ℝ) : ℝ := 2 * c ^ 2 * E / (E + 2 * c ^ 2)

/-- The virial function `b rP² + a rQ² + Z(P² + Q²) - 2κc PQ`. -/
def virialFn (a b κ Z c : ℝ) (P Q : ℝ → ℝ) : ℝ → ℝ := fun r =>
  b * (r * P r ^ 2) + a * (r * Q r ^ 2) + Z * (P r ^ 2 + Q r ^ 2) - 2 * κ * c * (P r * Q r)
```

The proof turns on Mathlib's `integral_Ioi_of_hasDerivAt_of_tendsto`, the fundamental theorem of calculus on a half-line. It takes a function continuous from the right at the endpoint, its derivative beyond the endpoint, integrability of that derivative and a limit at infinity, and returns the limit minus the endpoint value. A bound state fixes only the limits of P and Q at 0, not the values `P 0` and `Q 0`, so F may be discontinuous there. `integral_eq_zero` therefore replaces `F` by `G`, equal to `F` for positive r and zero at the origin. `hc`, `hd'` and `ht` carry continuity, derivative and limit over to `G`.

```lean
variable {a b κ Z c E ε l : ℝ} {P Q : ℝ → ℝ}

/-- An integrable derivative of a function vanishing at `0` and `∞` integrates to zero. -/
theorem integral_eq_zero {F f : ℝ → ℝ} (hd : ∀ r, 0 < r → HasDerivAt F (f r) r)
    (hi : IntegrableOn f (Ioi 0)) (h0 : Tendsto F (𝓝[>] 0) (𝓝 0)) (h1 : Tendsto F atTop (𝓝 0)) :
    ∫ r in Ioi (0 : ℝ), f r = 0 := by
  obtain ⟨G, hG, hG0⟩ : ∃ G : ℝ → ℝ, (∀ r, 0 < r → G r = F r) ∧ G 0 = 0 :=
    ⟨fun r => if 0 < r then F r else 0, fun r hr => if_pos hr, if_neg (lt_irrefl 0)⟩
  have hc : ContinuousWithinAt G (Ici 0) 0 := by
    rw [← continuousWithinAt_Ioi_iff_Ici]
    unfold ContinuousWithinAt
    rw [hG0]
    exact h0.congr' (eventually_nhdsWithin_of_forall fun r hr => (hG r hr).symm)
  have hd' : ∀ r ∈ Ioi (0 : ℝ), HasDerivAt G (f r) r := fun r hr =>
    (hd r hr).congr_of_eventuallyEq ((lt_mem_nhds hr).mono fun s hs => hG s hs)
  have ht : Tendsto G atTop (𝓝 0) :=
    h1.congr' ((eventually_gt_atTop 0).mono fun r hr => (hG r hr).symm)
  rw [integral_Ioi_of_hasDerivAt_of_tendsto hc hd' hi ht, hG0, sub_zero]
```

`virialFn_hasDerivAt` differentiates F term by term with the product rule. `field_simp` clears r and c from the denominators, and `ring` performs the cancellation.

```lean
/-- For a bound state the virial function has derivative `bP² + aQ²` at every `r > 0`. -/
theorem virialFn_hasDerivAt (h : IsBoundState a b κ Z c P Q) {r : ℝ} (hr : 0 < r) :
    HasDerivAt (virialFn a b κ Z c P Q) (b * P r ^ 2 + a * Q r ^ 2) r := by
  have sq : ∀ {f : ℝ → ℝ} {d : ℝ}, HasDerivAt f d r →
      HasDerivAt (fun x => f x ^ 2) (2 * f r * d) r := fun h => by simpa using h.fun_pow 2
  have hP := h.large r hr
  have hQ := h.small r hr
  have hc := h.c_pos.ne'
  have hr' := hr.ne'
  have := (((((hasDerivAt_id' r).fun_mul (sq hP)).const_mul b).fun_add
    (((hasDerivAt_id' r).fun_mul (sq hQ)).const_mul a)).fun_add
    (((sq hP).fun_add (sq hQ)).const_mul Z)).fun_sub ((hP.fun_mul hQ).const_mul (2 * κ * c))
  refine HasDerivAt.congr_deriv this ?_
  -- the terms in κ, Z and 1/r cancel
  field_simp
  ring
```

In `virial`, `h0` and `h1` are the two limits of F, `dec` is the step P² = (rP²)/r, and `hPQ` squeezes PQ by P² + Q².

```lean
/-- Virial identity: `b ∫P² + a ∫Q² = 0` for every bound state. -/
theorem virial (h : IsBoundState a b κ Z c P Q) :
    b * (∫ r in Ioi (0 : ℝ), P r ^ 2) + a * (∫ r in Ioi (0 : ℝ), Q r ^ 2) = 0 := by
  have i1 : Integrable (fun r => b * P r ^ 2) (volume.restrict (Ioi 0)) :=
    Integrable.const_mul h.intP b
  have i2 : Integrable (fun r => a * Q r ^ 2) (volume.restrict (Ioi 0)) :=
    Integrable.const_mul h.intQ a
  have hr : Tendsto (fun r : ℝ => r) (𝓝[>] 0) (𝓝 0) := tendsto_id.mono_left nhdsWithin_le_nhds
  have h0 : Tendsto (virialFn a b κ Z c P Q) (𝓝[>] 0) (𝓝 0) :=
    (((((hr.mul (h.zeroP.pow 2)).const_mul b).add ((hr.mul (h.zeroQ.pow 2)).const_mul a)).add
      (((h.zeroP.pow 2).add (h.zeroQ.pow 2)).const_mul Z)).sub
      ((h.zeroP.mul h.zeroQ).const_mul (2 * κ * c))).mono_right
      (le_of_eq (congrArg nhds (by ring)))
  -- at infinity P², Q² and PQ decay as well
  have dec : ∀ f : ℝ → ℝ, Tendsto (fun r => r * f r ^ 2) atTop (𝓝 0) →
      Tendsto (fun r => f r ^ 2) atTop (𝓝 0) := by
    intro f hf
    have := hf.mul tendsto_inv_atTop_zero
    rw [mul_zero] at this
    refine this.congr' ?_
    filter_upwards [eventually_gt_atTop 0] with r hr
    have := hr.ne'
    field_simp
  have hs := (dec P h.topP).add (dec Q h.topQ)
  rw [add_zero] at hs
  have hPQ : Tendsto (fun r => P r * Q r) atTop (𝓝 0) := by
    refine squeeze_zero_norm (fun r => ?_) hs
    rw [Real.norm_eq_abs, abs_le]
    constructor <;> nlinarith [sq_nonneg (P r + Q r), sq_nonneg (P r - Q r)]
  have h1 : Tendsto (virialFn a b κ Z c P Q) atTop (𝓝 0) :=
    ((((h.topP.const_mul b).add (h.topQ.const_mul a)).add (hs.const_mul Z)).sub
      (hPQ.const_mul (2 * κ * c))).mono_right (le_of_eq (congrArg nhds (by ring)))
  have e : ∫ r in Ioi (0 : ℝ), (b * P r ^ 2 + a * Q r ^ 2) = 0 :=
    integral_eq_zero (fun r hr => virialFn_hasDerivAt h hr) (i1.add i2) h0 h1
  rwa [integral_add i1 i2, integral_const_mul, integral_const_mul] at e
```

`dilate` checks all ten fields for P̃ and Q̃. The chain rule appears as `.comp r (hs r)`, `t0` and `t1` say that r ↦ lr preserves both ends of the half-line, and `e` is the factor 1/l, which `ratio_dilate` cancels.

```lean
/-- The dilation `r ↦ l r` turns a bound state for `(a, b)` into one for `(l a, l b)`. -/
theorem dilate (h : IsBoundState a b κ Z c P Q) (hl : 0 < l) :
    IsBoundState (l * a) (l * b) κ Z c (fun r => P (l * r)) (fun r => Q (l * r)) := by
  have hc := h.c_pos.ne'
  have hl' := hl.ne'
  have hs : ∀ r, HasDerivAt (fun x => l * x) l r := fun r =>
    ((hasDerivAt_id' r).const_mul l).congr_deriv (mul_one l)
  have t : Tendsto (fun r : ℝ => l * r) (𝓝 0) (𝓝 (l * 0)) := tendsto_id.const_mul l
  rw [mul_zero] at t
  have t0 : Tendsto (fun r : ℝ => l * r) (𝓝[>] 0) (𝓝[>] 0) :=
    tendsto_nhdsWithin_iff.2 ⟨t.mono_left nhdsWithin_le_nhds,
      eventually_nhdsWithin_of_forall fun r hr => mul_pos hl hr⟩
  have t1 : Tendsto (fun r : ℝ => l * r) atTop atTop := tendsto_id.const_mul_atTop hl
  have top : ∀ f : ℝ → ℝ, Tendsto (fun r => r * f r ^ 2) atTop (𝓝 0) →
      Tendsto (fun r => r * f (l * r) ^ 2) atTop (𝓝 0) := by
    intro f hf
    have := (hf.comp t1).const_mul l⁻¹
    rw [mul_zero] at this
    refine this.congr fun r => ?_
    show l⁻¹ * (l * r * f (l * r) ^ 2) = r * f (l * r) ^ 2
    rw [mul_assoc l, inv_mul_cancel_left₀ hl']
  have e := integral_comp_mul_left_Ioi (fun r => P r ^ 2) 0 hl
  rw [mul_zero, smul_eq_mul] at e
  refine ⟨h.c_pos, fun r hr => ?_, fun r hr => ?_, ?_, ?_,
    (mul_pos (inv_pos.2 hl) h.norm_pos).trans_eq e.symm,
    h.zeroP.comp t0, h.zeroQ.comp t0, top P h.topP, top Q h.topQ⟩
  · have := (h.large (l * r) (mul_pos hl hr)).comp r (hs r)
    have hr' := hr.ne'
    refine HasDerivAt.congr_deriv this ?_
    field_simp
  · have := (h.small (l * r) (mul_pos hl hr)).comp r (hs r)
    have hr' := hr.ne'
    refine HasDerivAt.congr_deriv this ?_
    field_simp
  · exact (integrableOn_Ioi_comp_mul_left_iff (fun r => P r ^ 2) 0 hl).2
      (by rw [mul_zero]; exact h.intP)
  · exact (integrableOn_Ioi_comp_mul_left_iff (fun r => Q r ^ 2) 0 hl).2
      (by rw [mul_zero]; exact h.intQ)

/-- The norm ratio is unchanged by a dilation. -/
theorem ratio_dilate (hl : 0 < l) :
    ratio (fun r => P (l * r)) (fun r => Q (l * r)) = ratio P Q := by
  have eP := integral_comp_mul_left_Ioi (fun r => P r ^ 2) 0 hl
  have eQ := integral_comp_mul_left_Ioi (fun r => Q r ^ 2) 0 hl
  rw [mul_zero, smul_eq_mul] at eP eQ
  exact (congrArg₂ (· / ·) eQ eP).trans (mul_div_mul_left _ _ (inv_pos.2 hl).ne')
```

`dirac_ratio` proves −2c² < E from the bound-state conditions, so this bound is not a hypothesis. Each `by_contra` is one of the two sign arguments, and `linear_combination v` solves the virial identity for y.

```lean
/-- A Dirac-Coulomb bound state has `-2c² < E ≤ 0` and `y = -E/(E + 2c²)`. -/
theorem dirac_ratio (h : IsDiracState E κ Z c P Q) :
    -(2 * c ^ 2) < E ∧ E ≤ 0 ∧ ratio P Q = -E / (E + 2 * c ^ 2) := by
  have h' : IsBoundState (E + 2 * c ^ 2) E κ Z c P Q := h
  have v := virial h'
  have hA := h'.norm_pos
  have hB : 0 ≤ ∫ r in Ioi (0 : ℝ), Q r ^ 2 := integral_nonneg fun r => sq_nonneg _
  have c2 : 0 < c ^ 2 := pow_pos h'.c_pos 2
  have hD : 0 < E + 2 * c ^ 2 := by
    by_contra hn
    have h1 : E + 2 * c ^ 2 ≤ 0 := not_lt.1 hn
    have h2 : E < 0 := by linarith
    nlinarith [mul_neg_of_neg_of_pos h2 hA, mul_nonneg (neg_nonneg.2 h1) hB]
  refine ⟨by linarith, ?_, ?_⟩
  · by_contra hn
    nlinarith [mul_pos (not_le.1 hn) hA, mul_nonneg hD.le hB]
  · unfold ratio
    rw [div_eq_div_iff hA.ne' hD.ne']
    linear_combination v
```

`scaled_zora_exact` has three conclusions: the dilated pair is a ZORA state of energy `zoraValue c E`, its ratio equals that of the Dirac state, and `zoraValue c E / (1 + ratio P Q) = E`. The second allows the third to be read with the ZORA state's own y. The steps `e1`, `e2` and `e3` are la = 2c², lE = ε and 1 + y = l.

```lean
/-- Scaled ZORA is exact: a Dirac-Coulomb bound state dilated by `2c²/(E+2c²)` is a ZORA bound
state with energy `2c²E/(E+2c²)` and the same `y`, and this energy over `1 + y` equals `E`. -/
theorem scaled_zora_exact (h : IsDiracState E κ Z c P Q) (hl : l = 2 * c ^ 2 / (E + 2 * c ^ 2)) :
    IsZoraState (zoraValue c E) κ Z c (fun r => P (l * r)) (fun r => Q (l * r)) ∧
    ratio (fun r => P (l * r)) (fun r => Q (l * r)) = ratio P Q ∧
    zoraValue c E / (1 + ratio P Q) = E := by
  have h' : IsBoundState (E + 2 * c ^ 2) E κ Z c P Q := h
  obtain ⟨h1, -, h3⟩ := dirac_ratio h
  have hc := h'.c_pos
  have hD : 0 < E + 2 * c ^ 2 := by linarith
  have l0 : 0 < l := by rw [hl]; positivity
  have e1 : l * (E + 2 * c ^ 2) = 2 * c ^ 2 := by rw [hl]; exact div_mul_cancel₀ _ hD.ne'
  have e2 : l * E = zoraValue c E := by rw [hl]; unfold zoraValue; ring
  have e3 : 1 + ratio P Q = l := by
    rw [h3, hl, eq_div_iff hD.ne', add_mul, div_mul_cancel₀ _ hD.ne']; ring
  have s := dilate h' l0
  rw [e1, e2] at s
  refine ⟨s, ratio_dilate l0, ?_⟩
  rw [e3, div_eq_iff l0.ne', ← e2, mul_comm]
```

`dirac_of_zora` starts where a calculation starts, from ε and the ZORA pair. `hε` is ε = −2c²y, and `e1` is the formula for a. Neither direction gives the spectrum as a function of quantum numbers.

```lean
/-- Converse: a ZORA bound state with energy `ε`, dilated by `1/(1+y)`, is a Dirac-Coulomb
bound state with energy `ε/(1+y)`. -/
theorem dirac_of_zora (h : IsZoraState ε κ Z c P Q) :
    IsDiracState (ε / (1 + ratio P Q)) κ Z c
      (fun r => P ((1 + ratio P Q)⁻¹ * r)) (fun r => Q ((1 + ratio P Q)⁻¹ * r)) := by
  have h' : IsBoundState (2 * c ^ 2) ε κ Z c P Q := h
  have hA := h'.norm_pos
  have hy : 0 ≤ ratio P Q := div_nonneg (integral_nonneg fun r => sq_nonneg _) hA.le
  have hε : ε = -(2 * c ^ 2) * ratio P Q := by
    unfold ratio
    rw [← mul_div_assoc, eq_div_iff hA.ne']
    linear_combination virial h'
  have e1 : ∀ y : ℝ, 0 ≤ y → ε = -(2 * c ^ 2) * y →
      (1 + y)⁻¹ * (2 * c ^ 2) = ε / (1 + y) + 2 * c ^ 2 := by
    intro y hy he
    have : 1 + y ≠ 0 := by positivity
    rw [he]
    field_simp
    ring
  have e2 : (1 + ratio P Q)⁻¹ * ε = ε / (1 + ratio P Q) := (div_eq_inv_mul _ _).symm
  have s := dilate (l := (1 + ratio P Q)⁻¹) h' (by positivity)
  rw [e1 _ hy hε, e2] at s
  exact s
```

The next example sets c = 5 for round numbers, far below the physical speed of light in atomic units, so its small component is much larger than in a real ion of this charge. The Dirac state has Z = 20, κ = −5, E = −10, P = 2r³e^(−4r) and Q = −r³e^(−4r). The general formulas give y = 1/4, normalised weights 4/5 and 1/5, l = 5/4 and ε = −25/2, so ε/(1 + y) = −10; the wrong divisor 6/5 would give −125/12.

```lean
/-- The radial profile `r³ exp(-4r)`. -/
def wave (r : ℝ) : ℝ := r ^ 3 * Real.exp (-(4 * r))
```

In `dirac_witness`, `hpos` writes ∫r⁶e^(−8r) as a positive multiple of Γ(7), `ht` is the decay of r⁷e^(−8r), and the first two closing goals are the radial equations.

```lean
/-- `P = 2r³e^{-4r}`, `Q = -r³e^{-4r}` is a Dirac-Coulomb bound state with `E = -10`, `κ = -5`,
`Z = 20`, `c = 5`. -/
theorem dirac_witness :
    IsDiracState (-10) (-5) 20 5 (fun r => 2 * wave r) (fun r => -wave r) := by
  have hd : ∀ r : ℝ, HasDerivAt wave ((3 * r ^ 2 - 4 * r ^ 3) * Real.exp (-(4 * r))) r := by
    intro r
    have h1 : HasDerivAt (fun x : ℝ => -(4 * x)) (-4) r :=
      ((hasDerivAt_id' r).const_mul (4 : ℝ)).fun_neg.congr_deriv (by ring)
    have h3 : HasDerivAt (fun x : ℝ => x ^ 3) (3 * r ^ 2) r := by simpa using hasDerivAt_pow 3 r
    exact (h3.fun_mul h1.exp).congr_deriv (by ring)
  have hsq : ∀ r : ℝ, Real.exp (-(8 * r)) = Real.exp (-(4 * r)) ^ 2 := fun r => by
    rw [sq, ← Real.exp_add]; congr 1; ring
  have hfun : (fun r => wave r ^ 2) = fun r : ℝ => r ^ ((7 : ℝ) - 1) * Real.exp (-(8 * r)) := by
    funext r
    rw [show (7 : ℝ) - 1 = ((6 : ℕ) : ℝ) by norm_num, Real.rpow_natCast, hsq, wave]; ring
  have hpos : 0 < ∫ r in Ioi (0 : ℝ), wave r ^ 2 := by
    rw [hfun, Real.integral_rpow_mul_exp_neg_mul_Ioi (by norm_num) (by norm_num)]
    exact mul_pos (by positivity) (Real.Gamma_pos_of_pos (by norm_num))
  have hint : IntegrableOn (fun r => wave r ^ 2) (Ioi 0) :=
    Integrable.of_integral_ne_zero hpos.ne'
  have eP : ∀ r, (2 * wave r) ^ 2 = 4 * wave r ^ 2 := fun r => by ring
  have hc : Continuous wave := by unfold wave; fun_prop
  have h0 := hc.tendsto 0
  rw [show wave 0 = 0 by simp [wave]] at h0
  have h0' : Tendsto wave (𝓝[>] 0) (𝓝 0) := h0.mono_left nhdsWithin_le_nhds
  have ht : Tendsto (fun r => r * wave r ^ 2) atTop (𝓝 0) := by
    have := ((Real.tendsto_pow_mul_exp_neg_atTop_nhds_zero 7).comp
      (tendsto_id.const_mul_atTop (show (0 : ℝ) < 8 by norm_num))).const_mul (1 / 8 ^ 7)
    rw [mul_zero] at this
    refine this.congr fun r => ?_
    show 1 / 8 ^ 7 * ((8 * r) ^ 7 * Real.exp (-(8 * r))) = r * wave r ^ 2
    rw [hsq, wave]; ring
  have ht4 := ht.const_mul 4
  rw [mul_zero] at ht4
  unfold IsDiracState
  refine ⟨by norm_num, fun r hr => ((hd r).const_mul 2).congr_deriv ?_,
    fun r hr => (hd r).fun_neg.congr_deriv ?_, ?_, ?_, ?_,
    (h0'.const_mul 2).mono_right (le_of_eq (congrArg nhds (by ring))),
    h0'.neg.mono_right (le_of_eq (congrArg nhds (by ring))), ht4.congr fun r => ?_, ?_⟩
  · have := hr.ne'
    simp only [wave]
    field_simp
    ring
  · have := hr.ne'
    simp only [wave]
    field_simp
    ring
  · simp only [eP]
    exact Integrable.const_mul hint 4
  · simpa only [neg_sq] using hint
  · simp only [eP, integral_const_mul]
    linarith
  · show 4 * (r * wave r ^ 2) = r * (2 * wave r) ^ 2
    ring
  · simpa only [neg_sq] using ht

end

end ScaledZoraExact
```

```lean
#print axioms ScaledZoraExact.scaled_zora_exact
#print axioms ScaledZoraExact.dirac_of_zora
```

```
'ScaledZoraExact.scaled_zora_exact' depends on axioms: [propext, Classical.choice, Quot.sound]
'ScaledZoraExact.dirac_of_zora' depends on axioms: [propext, Classical.choice, Quot.sound]
```
